# The matrix element of a potential between two plane waves is set by its Fourier coefficient at the momentum transfer

On a finite abelian group `G`, such as a finite periodic lattice, the plane waves are the characters, and `hat f k` is the unnormalised sum of `f z` times the complex conjugate of `k z`. The lemma `hat_sub` states that this coefficient at `p - q` equals the sum over `z` of `f z * (conj (p z) * q z)`. For a potential `f`, which may be any complex function here, that sum is the matrix element of multiplication by `f` between the unnormalised plane waves `p` and `q`; for normalised ones it is divided by the number of points of `G`. The attempt is a single `simp only` call, meant to turn each conjugate into a character's value at `-z`, split the difference of characters, and cancel the double negation.

As first written in Lean, the proof fails:

```lean
import Mathlib

open Matrix ComplexConjugate

namespace PlaneWaveJellium

noncomputable section

variable {G : Type*} [AddCommGroup G] [Fintype G]

/-- Fourier coefficient of a function on the lattice `G` at the character `k`. -/
def hat (f : G → ℂ) (k : AddChar G ℂ) : ℂ := ∑ z, f z * conj (k z)

/-- The Fourier coefficient at a momentum transfer `p - q`, written with both plane waves. -/
theorem hat_sub (f : G → ℂ) (p q : AddChar G ℂ) :
    hat f (p - q) = ∑ z, f z * (conj (p z) * q z) := by
  simp only [hat, ← AddChar.map_neg_eq_conj, AddChar.sub_apply, neg_neg]

end

end PlaneWaveJellium
```

Lean reports:

```
Main.lean:16:53: error: unsolved goals
G : Type u_1
inst✝¹ : AddCommGroup G
inst✝ : Fintype G
f : G → ℂ
p q : AddChar G ℂ
⊢ ∑ z, f z * (starRingEnd ℂ) (p z * q (-z)) = ∑ x, f x * (p (-x) * q x)
Main.lean:17:64: warning: This simp argument is unused:
  neg_neg

Hint: Omit it from the simp argument list.
  [apply] simp only [hat, ← AddChar.map_neg_eq_conj, AddChar.sub_apply]

Note: This linter can be disabled with `set_option linter.unusedSimpArgs false`
```

Cause. The error shows the two sides stuck in different forms. `simp` rewrites inner terms first, so on the left `AddChar.sub_apply` turned `(p - q) z` into `p z * q (-z)` while it was still under the conjugation. The reversed `AddChar.map_neg_eq_conj` needs the conjugate of a single character value, and here it met the conjugate of a product, which nothing in the list could split. On the right it did fire, turning `conj (p z)` into `p (-z)`. The warning that `neg_neg` is unused has the same origin, since the expected double negation never appeared.

The repair uses `AddChar.map_neg_eq_conj` forwards, so `q (-z)` becomes `conj (q z)`. The added `map_mul` distributes the outer conjugation over the product, and `Complex.conj_conj` removes the double conjugate on `q z`, which gives the right-hand side as stated. `neg_neg` is dropped because this route has no double negation to cancel.

After these edits no error is left:

```diff
@@ -15,5 +15,5 @@
 theorem hat_sub (f : G → ℂ) (p q : AddChar G ℂ) :
     hat f (p - q) = ∑ z, f z * (conj (p z) * q z) := by
-  simp only [hat, ← AddChar.map_neg_eq_conj, AddChar.sub_apply, neg_neg]
+  simp only [hat, AddChar.sub_apply, AddChar.map_neg_eq_conj, map_mul, Complex.conj_conj]
 
 end
```
